# Equally weighted sign displacements of two or more modes with zero means and zero pair averages come in multiples of four

One simple way to estimate a finite-temperature average is to use a fixed list of distorted structures. In each structure every vibrational mode $v$ is displaced by plus or minus its width $\sigma_v$, and the observable of interest, such as a band gap, is averaged over the list with equal weights. Let $M$ be the length of the list. If there are at least two modes and the signs are meant to cancel every linear term and every mixed quadratic term exactly, whatever the coefficients, the choice of $M$ is restricted.

## Four divides the number of configurations

Let $i$ label the $M \ge 1$ configurations and $v$ the modes, of which there are at least two. The displacement of mode $v$ in configuration $i$ is

$$x_{iv} = s_{iv}\,\sigma_v, \qquad s_{iv} \in \{+1,-1\}, \qquad \sigma_v > 0 .$$

Call the list balanced if

$$\frac1M\sum_i x_{iv} = 0 \ \text{ for every } v, \qquad \frac1M\sum_i x_{iv}x_{iw} = 0 \ \text{ for all } v \ne w .$$

Then $M$ is a multiple of 4, and so at least 4. More precisely, for any two distinct modes each of the sign pairs $(+,+)$, $(+,-)$, $(-,+)$, $(-,-)$ occurs in exactly $M/4$ configurations.

## Cancelling the linear and mixed quadratic terms

Expand a smooth observable $O$ about the undistorted structure, with first derivatives $a_v$ and second derivatives $b_{vw}$ along the modes:

$$O(x) = O_0 + \sum_v a_v x_v + \tfrac12 \sum_{v,w} b_{vw}x_v x_w + \cdots$$

Since $x_{iv}^2 = \sigma_v^2$ in every configuration, the average over a balanced list is

$$\frac1M\sum_i O(x_i) = O_0 + \tfrac12\sum_v b_{vv}\sigma_v^2 + \cdots$$

If $\sigma_v^2$ is the thermal mean-square displacement of an independent harmonic mode, this agrees with the thermal average through second order. If an electronic-structure calculation averages over a finite, equally weighted list of such sign displacements and exact balance is required, the divisibility rule is a constraint on the input.

The rule gives a cheap check: if exact balance is requested and $M$ is not divisible by 4, the request can be rejected at once. It also applies after the run. If one of eight balanced configurations fails to converge and is dropped, the remaining seven cannot be balanced under equal weights. When $M$ passes, the balance itself can be tested on the integer sign sums $\sum_i s_{iv}$ and $\sum_i s_{iv}s_{iw}$, without a floating-point tolerance.

## Counting sign patterns with a product

The widths are removed first. For a finite set $U$ of modes,

$$\frac1M\sum_i\prod_{v\in U}x_{iv} = \frac1M\Big(\prod_{v\in U}\sigma_v\Big)\sum_i\prod_{v\in U}s_{iv}.$$

The product of widths is non-zero, so if the left side vanishes, the integer sum $\sum_i\prod_{v\in U}s_{iv}$ vanishes too. For a balanced list and $v \neq w$ this gives

$$\sum_i s_{iv}=0,\qquad \sum_i s_{iw}=0,\qquad \sum_i s_{iv}s_{iw}=0 .$$

Now choose a target sign pair $(p_v,p_w)$ and consider

$$(1+p_v s_{iv})(1+p_w s_{iw}).$$

A factor is 2 if the sign agrees with its target and 0 if it does not. The product is therefore 4 when configuration $i$ shows the target pair, and 0 otherwise. If $n$ configurations show the pair, the sum over $i$ is $4n$. Multiplying out gives the same sum as

$$M + p_v\sum_i s_{iv} + p_w\sum_i s_{iw} + p_vp_w\sum_i s_{iv}s_{iw} = M .$$

Hence $4n=M$. Since $n$ is an integer, 4 divides $M$, and since $M\ge1$, also $M\ge4$.

The same count works for any finite set $T$ of modes. The expansion is

$$\prod_{v\in T}(1+p_vs_{iv}) = \sum_{U\subseteq T}\ \prod_{v\in U}p_v\ \prod_{v\in U}s_{iv}.$$

If the displacement products average to zero for every non-empty $U\subseteq T$, only $U=\varnothing$ survives the sum over $i$, and it contributes $M$. The left side sums to $2^{|T|}$ times the number of configurations showing the pattern $p$ on $T$. Every pattern therefore occurs $M/2^{|T|}$ times, and $2^{|T|}$ divides $M$.

## Six configurations fail, four succeed

Take two modes with widths $\sigma_1=0.2$ and $\sigma_2=0.3$, in any common unit, and try $M=6$. Zero means require three plus signs and three minus signs in each mode. If $(+,+)$ occurs $a$ times, then $(+,-)$ and $(-,+)$ each occur $3-a$ times, and $(-,-)$ occurs $a$ times. The sum of the sign products is

$$2a-2(3-a)=4a-6,$$

which is never zero for an integer $a$. The choice $a=2$ comes as close as possible: the sum is 2, and the pair average is $\tfrac{2}{6}\times0.2\times0.3=0.02$ instead of zero.

The smallest balanced list for two modes has $M=4$ and contains each sign pair once. Four configurations also suffice for three modes, with signs

$$(+,+,+),\quad(+,-,-),\quad(-,+,-),\quad(-,-,+).$$

These are alternate corners of a cube, which form a tetrahedron. Each column sums to zero, as does the product of any two columns. Repeating the four rows gives a balanced list for every positive multiple of 4. With a single mode, the two configurations $+$ and $-$ already have zero mean, which is why the rule needs at least two modes.

## The divisibility theorem in Lean

```lean
import Mathlib

open Finset

namespace SpecialDisplacementDivisibility

noncomputable section

variable {κ ι : Type*} [Fintype κ]

/-- The equally weighted average of an observable over a finite set of configurations. -/
def average (f : κ → ℝ) : ℝ := (∑ i, f i) / (Fintype.card κ : ℝ)

/-- The displacement of mode `v` in configuration `i`: a sign times the width of the mode. -/
def displacement (σ : ι → ℝ) (s : κ → ι → ℤˣ) (i : κ) (v : ι) : ℝ :=
  ((s i v : ℤ) : ℝ) * σ v

/-- The displacements have zero mean in every mode, and distinct modes are uncorrelated. -/
structure Balanced (σ : ι → ℝ) (s : κ → ι → ℤˣ) : Prop where
  mean : ∀ v, average (fun i => displacement σ s i v) = 0
  pair : ∀ v w, v ≠ w →
    average (fun i => displacement σ s i v * displacement σ s i w) = 0

/-- The product of `1 + p_v s_v` over a set of modes is two to the number of modes if the signs
`s` agree with the pattern `p` there, and zero otherwise. -/
theorem prod_match (T : Finset ι) (p s : ι → ℤˣ) :
    ∏ v ∈ T, (1 + (p v : ℤ) * (s v : ℤ)) =
      if ∀ v ∈ T, s v = p v then 2 ^ T.card else 0 := by
  split_ifs with h
  · have h2 : ∀ v ∈ T, 1 + (p v : ℤ) * (s v : ℤ) = 2 := by
      intro v hv
      rw [h v hv]
      rcases Int.units_eq_one_or (p v) with e | e <;> simp [e]
    rw [Finset.prod_congr rfl h2, Finset.prod_const]
  · -- a single disagreeing mode makes the product vanish
    simp only [not_forall] at h
    obtain ⟨v, hv, hne⟩ := h
    apply Finset.prod_eq_zero hv
    rcases Int.units_eq_one_or (p v) with e | e <;>
      rcases Int.units_eq_one_or (s v) with e' | e' <;>
      first
        | exact absurd (e'.trans e.symm) hne
        | simp [e, e']

/-- If all widths are positive and a product of displacements averages to zero, the corresponding
products of signs sum to zero. -/
theorem sign_sum_eq_zero {σ : ι → ℝ} {s : κ → ι → ℤˣ} (hσ : ∀ v, 0 < σ v) (U : Finset ι)
    (h : average (fun i => ∏ v ∈ U, displacement σ s i v) = 0) :
    ∑ i, ∏ v ∈ U, (s i v : ℤ) = 0 := by
  rcases isEmpty_or_nonempty κ with hκ | hκ
  · simp
  have hM : (Fintype.card κ : ℝ) ≠ 0 := Nat.cast_ne_zero.mpr Fintype.card_ne_zero
  have hP : ∏ v ∈ U, σ v ≠ 0 := Finset.prod_ne_zero_iff.mpr fun v _ => (hσ v).ne'
  unfold average at h
  have h' := (div_eq_zero_iff.mp h).resolve_right hM
  -- the widths factor out of the sum
  simp only [displacement, Finset.prod_mul_distrib, ← Finset.sum_mul] at h'
  have h'' := (mul_eq_zero.mp h').resolve_right hP
  exact_mod_cast h''

/-- If the displacement products over all non-empty subsets of a set `T` of modes average to zero
and all widths are positive, every sign pattern on `T` occurs in the same fraction `1 / 2^|T|` of
the configurations. -/
theorem pattern_count {σ : ι → ℝ} {s : κ → ι → ℤˣ} (hσ : ∀ v, 0 < σ v) (T : Finset ι)
    (h : ∀ U ⊆ T, U.Nonempty → average (fun i => ∏ v ∈ U, displacement σ s i v) = 0)
    (p : ι → ℤˣ) :
    2 ^ T.card * (univ.filter fun i => ∀ v ∈ T, s i v = p v).card = Fintype.card κ := by
  classical
  -- expanding the product, only the empty subset contributes
  have hs : ∑ i, ∏ v ∈ T, (1 + (p v : ℤ) * (s i v : ℤ)) = (Fintype.card κ : ℤ) := by
    simp only [Finset.prod_one_add, Finset.prod_mul_distrib]
    rw [Finset.sum_comm, Finset.sum_eq_single ∅]
    · simp
    · intro U hU hne
      rw [← Finset.mul_sum, sign_sum_eq_zero hσ U
        (h U (Finset.mem_powerset.mp hU) (Finset.nonempty_iff_ne_empty.mpr hne)), mul_zero]
    · intro h0
      exact absurd (Finset.empty_mem_powerset T) h0
  -- the same sum counts the configurations that show the pattern
  rw [Finset.sum_congr rfl (fun i _ => prod_match T p (s i)), ← Finset.sum_filter,
    Finset.sum_const, nsmul_eq_mul] at hs
  exact_mod_cast (mul_comm _ _).trans hs

/-- If the displacement products over all non-empty subsets of a set `T` of modes average to zero
and all widths are positive, the number of configurations is divisible by `2^|T|`. -/
theorem two_pow_dvd_card {σ : ι → ℝ} {s : κ → ι → ℤˣ} (hσ : ∀ v, 0 < σ v) (T : Finset ι)
    (h : ∀ U ⊆ T, U.Nonempty → average (fun i => ∏ v ∈ U, displacement σ s i v) = 0) :
    2 ^ T.card ∣ Fintype.card κ :=
  ⟨_, (pattern_count hσ T h (fun _ => 1)).symm⟩

/-- In a balanced set with positive widths, each of the four sign combinations of two distinct modes
occurs in exactly one quarter of the configurations. -/
theorem pair_count {σ : ι → ℝ} {s : κ → ι → ℤˣ} (hσ : ∀ v, 0 < σ v) (hB : Balanced σ s)
    {v w : ι} (hvw : v ≠ w) (a b : ℤˣ) :
    4 * (univ.filter fun i => s i v = a ∧ s i w = b).card = Fintype.card κ := by
  classical
  have hf : (univ.filter fun i => s i v = a ∧ s i w = b) =
      univ.filter fun i => ∀ u ∈ ({v, w} : Finset ι), s i u = (if u = v then a else b) := by
    ext i
    simp [hvw.symm]
  have key := pattern_count (s := s) hσ {v, w} (by
    -- a non-empty subset of a pair has one or two elements
    intro U hU hne
    have hc : U.card ≤ 2 := (Finset.card_le_card hU).trans Finset.card_le_two
    have hp := hne.card_pos
    have h12 : U.card = 1 ∨ U.card = 2 := by omega
    rcases h12 with h | h
    · obtain ⟨x, rfl⟩ := Finset.card_eq_one.mp h
      simpa only [Finset.prod_singleton] using hB.mean x
    · obtain ⟨x, y, hxy, rfl⟩ := Finset.card_eq_two.mp h
      simpa only [Finset.prod_pair hxy] using hB.pair x y hxy)
    (fun u => if u = v then a else b)
  rw [Finset.card_pair hvw, show 2 ^ 2 = 4 from rfl] at key
  rw [hf]
  exact key

/-- A non-empty balanced set of sign displacements of at least two modes with positive widths has a
number of configurations that is divisible by four and at least four. -/
theorem four_dvd_card [Nonempty κ] [Nontrivial ι] {σ : ι → ℝ} {s : κ → ι → ℤˣ}
    (hσ : ∀ v, 0 < σ v) (hB : Balanced σ s) :
    4 ∣ Fintype.card κ ∧ 4 ≤ Fintype.card κ := by
  obtain ⟨v, w, hvw⟩ := exists_pair_ne ι
  have hd : 4 ∣ Fintype.card κ := ⟨_, (pair_count hσ hB hvw 1 1).symm⟩
  exact ⟨hd, Nat.le_of_dvd Fintype.card_pos hd⟩

/-- Four sign configurations of three modes, placed at alternate corners of a cube. -/
def corner : Fin 4 → Fin 3 → ℤˣ :=
  ![![1, 1, 1], ![1, -1, -1], ![-1, 1, -1], ![-1, -1, 1]]

/-- The four corner configurations, each repeated `k + 1` times. -/
def tetrahedral (k : ℕ) : Fin 4 × Fin (k + 1) → Fin 3 → ℤˣ := fun i => corner i.1

/-- For three modes of any widths, the repeated corner configurations are balanced, and they
number `4 (k + 1)`. -/
theorem tetrahedral_witness (k : ℕ) (σ : Fin 3 → ℝ) :
    Fintype.card (Fin 4 × Fin (k + 1)) = 4 * (k + 1) ∧ Balanced σ (tetrahedral k) := by
  have z1 : ∀ v, ∑ a, (corner a v : ℤ) = 0 := by decide
  have z2 : ∀ v w, v ≠ w → ∑ a, (corner a v : ℤ) * (corner a w : ℤ) = 0 := by decide
  refine ⟨by simp, ⟨fun v => ?_, fun v w hvw => ?_⟩⟩
  · have h : ∑ a, ((corner a v : ℤ) : ℝ) = 0 := by exact_mod_cast z1 v
    refine div_eq_zero_iff.mpr (Or.inl ?_)
    rw [Fintype.sum_prod_type_right]
    refine Finset.sum_eq_zero fun b _ => ?_
    simp only [displacement, tetrahedral]
    rw [← Finset.sum_mul, h, zero_mul]
  · have h : ∑ a, ((corner a v : ℤ) : ℝ) * ((corner a w : ℤ) : ℝ) = 0 := by
      exact_mod_cast z2 v w hvw
    refine div_eq_zero_iff.mpr (Or.inl ?_)
    rw [Fintype.sum_prod_type_right]
    refine Finset.sum_eq_zero fun b _ => ?_
    calc _ = (∑ a, ((corner a v : ℤ) : ℝ) * ((corner a w : ℤ) : ℝ)) * (σ v * σ w) := by
          rw [Finset.sum_mul]
          refine Finset.sum_congr rfl fun a _ => ?_
          simp only [displacement, tetrahedral]
          ring
      _ = 0 := by rw [h, zero_mul]

end

end SpecialDisplacementDivisibility
```

```lean
#print axioms SpecialDisplacementDivisibility.two_pow_dvd_card
-- 'SpecialDisplacementDivisibility.two_pow_dvd_card' depends on axioms: [propext, Classical.choice, Quot.sound]
#print axioms SpecialDisplacementDivisibility.four_dvd_card
-- 'SpecialDisplacementDivisibility.four_dvd_card' depends on axioms: [propext, Classical.choice, Quot.sound]
```

## Modes, signs and averages as Lean objects

The type `κ` indexes the configurations and is finite, so $M$ is `Fintype.card κ`. The type `ι` indexes the modes. The sign table is `s : κ → ι → ℤˣ`; the units of the integers are exactly $1$ and $-1$, so no separate condition on the signs is needed. The function `displacement` converts a sign to a real number and multiplies it by the width, and `average` is the sum over configurations divided by $M$.

`Balanced σ s` collects the two conditions: `mean` for every mode, and `pair` for every two distinct modes. The theorem `four_dvd_card` then says that if there is at least one configuration (`Nonempty κ`), there are at least two modes (`Nontrivial ι`), all widths are positive and the list is balanced, then 4 divides $M$ and $4\le M$.

Because configurations are indexed, the same sign row may appear several times, and each appearance counts towards $M$. The positive width stands for a mode with a non-zero spread of positions, which a harmonic oscillator of finite positive frequency has even at zero temperature. A mode of width zero would satisfy both conditions whatever its signs, and would constrain nothing.

## From the product identity to the count

`prod_match` is the statement that the product of the factors $1+p_vs_v$ is $2^{|T|}$ or 0. The proof splits on whether the signs agree throughout $T$. If they do, every factor equals 2; if not, one disagreeing mode supplies a zero factor.

`sign_sum_eq_zero` removes the widths. It clears the denominator $M$, pulls the product of widths out of the sum, cancels it because it is non-zero, and transfers the resulting equation from the reals to the integers.

`pattern_count` evaluates one sum in two ways. `Finset.prod_one_add` expands the product over subsets, `Finset.sum_comm` exchanges the sums over subsets and configurations, and `Finset.sum_eq_single ∅` keeps the empty subset, with `sign_sum_eq_zero` disposing of the others. Rewriting the original sum with `prod_match` turns it into a count of the matching configurations. `two_pow_dvd_card` reads off the divisibility by taking the all-plus pattern.

`pair_count` applies this to $T=\{v,w\}$. A non-empty subset of a pair has one or two elements, and these cases are supplied by `mean` and `pair` respectively. `four_dvd_card` picks two distinct modes, uses the count for $(+,+)$, and obtains the lower bound from divisibility and $M>0$.

`tetrahedral_witness` treats the example with three modes. `decide` checks the column sums and pair sums of the integer table `corner`; the rest of the proof factors out the widths and adds up the repetitions. The parameter `k` gives $k+1$ copies, so the list has $4(k+1)$ configurations, and here the widths may be any real numbers.

## A necessary condition on the count, not a recipe for the signs

A balanced list of sign displacements of at least two modes must have a length divisible by 4, whatever the positive widths are. For three modes every positive multiple of 4 is attained, so no stronger divisibility rule follows from the two conditions in that case.

The converse is not claimed for larger sets of modes. A length divisible by 4 can still be too short: four configurations cannot balance four modes, because the four sign columns and the constant column would be five mutually orthogonal non-zero vectors in a four-dimensional space. Passing the divisibility check therefore does not show that a balanced list of that length exists.

Balance also does not guarantee that the average of a product of three distinct modes vanishes. In the tetrahedral list the product of the three signs is $+1$ in every row, so the average of $x_1x_2x_3$ is $\sigma_1\sigma_2\sigma_3$, whereas it vanishes for independent harmonic modes. If this triple average is required to vanish along with the means and pair averages, `two_pow_dvd_card` with three modes shows that $M$ must be divisible by 8. The full set of cube corners attains that number.

Finally, the result concerns exact cancellation with equal weights and a fixed magnitude $\sigma_v$ for each mode. It does not cover weighted averages, displacements drawn from a continuous distribution, or lists in which the averages are merely small. Nor does it rule out the use of a single distorted large supercell, as in the special displacement method that the Lean namespace recalls: there the unwanted terms are made small by cancellation between different modes, not by averaging each term to zero over a list. The result gives no estimate of the error in an observable.
